# With a constant prefactor and positive Varshni parameters, the Arrhenius enthalpy exceeds the gap and tends to E0 + ab at high temperature

When the gap of a semiconductor shrinks on heating, the slope of an Arrhenius plot no longer gives the gap at the temperature of the measurement, so the energy that it does give needs a definition. Here that energy, the Arrhenius enthalpy, is defined by the plot itself: it is −k times the slope of log f against 1/T, where f is the plotted quantity, T the absolute temperature, k the Boltzmann constant and log the natural logarithm. Let E(T) be the gap and E′ its temperature derivative. If f is proportional to exp(−E/(kT)) with a constant prefactor, it is then a theorem that the Arrhenius enthalpy equals E − TE′.

## The enthalpy of a Varshni gap

Let the quantity be

f(T) = C exp(−E(T)/(kT)), with a constant C > 0,

and let the gap follow the empirical Varshni formula

E(T) = E0 − aT²/(T + b), with a, b > 0.

Textbooks usually write α and β for a and b. E0 is the gap at T = 0, a is an energy per temperature and b is a temperature. For every T > 0 the Arrhenius enthalpy H(T) is

H(T) = E0 + abT²/(T + b)²,

and it satisfies

E(T) < E0 < H(T), with H(T) → E0 + ab as T → ∞.

The name "enthalpy" fits the thermodynamic reading in which E is a free energy and −E′ an entropy, so that E − TE′ is the corresponding enthalpy.

## Fitted activation energies as input gaps

In non-degenerate carrier statistics, the squared intrinsic density divided by the product of the two effective densities of states has the form of f with C = 1. A simulation code that evaluates this ratio from a Varshni gap should therefore reproduce H(T), not E(T), as −k times the local slope of its Arrhenius plot. In the other direction, an activation energy read from such a plot is too large to serve as the gap at the same temperature.

Take the round, invented values E0 = 1.2 eV, a = 0.0005 eV/K, b = 200 K and T = 300 K. Then T + b = 500 K, and

E = 1.2 − 0.0005 · 90000/500 = 1.2 − 0.09 = 1.11 eV

H = 1.2 + 0.0005 · 200 · (300/500)² = 1.2 + 0.036 = 1.236 eV

The high-temperature limit is 1.3 eV. With kT ≈ 0.0259 eV, putting H in place of E while keeping C makes f too small by a factor exp(0.126/0.0259), about 130. In a plot, the intercept of the tangent makes up for this factor, so a fitted slope belongs with its fitted intercept.

## From the plot's slope to E0 + ab

Write x = 1/T. The logarithm of the quantity is

log f = log C − E(1/x) x/k.

By the chain rule,

d/dx E(1/x) = −E′(1/x)/x² = −T²E′(T),

and by the product rule,

d/dx [E(1/x) x] = −T²E′(T) · (1/T) + E(T) = E(T) − TE′(T).

The slope of log f is therefore −(E − TE′)/k. Multiplication by −k gives H = E − TE′ for any gap that is differentiable at T.

For the Varshni gap the quotient rule gives

E′(T) = −[2aT(T + b) − aT²]/(T + b)² = −aT(T + 2b)/(T + b)².

Over the common denominator (T + b)²,

H(T) = E0 + [−aT²(T + b) + aT²(T + 2b)]/(T + b)² = E0 + abT²/(T + b)².

For positive a, b and T, the term subtracted from E0 in the gap and the term added to E0 in the enthalpy are both positive. This gives the two strict inequalities. For the limit, write

T/(T + b) = 1 − b/(T + b) → 1,

so that H(T) → E0 + ab.

The enthalpy also rises strictly with temperature. For 0 < S < T we have Sb < Tb, hence S(T + b) < T(S + b), and so S/(S + b) < T/(T + b). Squaring these positive fractions and multiplying by ab > 0 preserves the order.

Finally, T² = (T − b)(T + b) + b² gives

E(T) − (E0 + ab − aT) = −ab²/(T + b) → 0.

The gap thus approaches a straight line whose intercept at T = 0 is the limiting enthalpy E0 + ab, not the true zero-temperature gap E0.

## Definitions and theorems in Lean

```lean
import Mathlib

open Filter Topology

namespace VarshniArrhenius

noncomputable section

/-- The Varshni gap `E0 - a T² / (T + b)` at temperature `T`, for `T + b ≠ 0`. -/
def varshniGap (E0 a b T : ℝ) : ℝ := E0 - a * T ^ 2 / (T + b)

/-- A thermally activated quantity `C exp (-E(T) / (k T))` with constant prefactor `C` and
temperature-dependent gap `E`, for `k T ≠ 0`. -/
def activated (C k : ℝ) (E : ℝ → ℝ) (T : ℝ) : ℝ := C * Real.exp (-E T / (k * T))

/-- The Arrhenius enthalpy of a quantity `f` at temperature `T ≠ 0`: `-k` times the slope of
`log f` plotted against the inverse temperature. -/
def arrheniusEnthalpy (k : ℝ) (f : ℝ → ℝ) (T : ℝ) : ℝ :=
  -k * deriv (fun x : ℝ => Real.log (f x⁻¹)) T⁻¹

/-- For positive `C`, `k` and `T`, and a gap `E` with derivative `E'` at `T`, the Arrhenius
enthalpy of the activated quantity is `E - T E'`. -/
theorem arrheniusEnthalpy_activated {C k T E' : ℝ} {E : ℝ → ℝ} (hC : 0 < C) (hk : 0 < k)
    (hT : 0 < T) (hE : HasDerivAt E E' T) :
    arrheniusEnthalpy k (activated C k E) T = E T - T * E' := by
  -- the logarithm as a function of the inverse temperature
  have hfun : (fun x : ℝ => Real.log (activated C k E x⁻¹)) =
      fun x : ℝ => Real.log C - E x⁻¹ * x / k := by
    funext x
    unfold activated
    rw [Real.log_mul hC.ne' (Real.exp_ne_zero _), Real.log_exp]
    simp only [div_eq_mul_inv, mul_inv, inv_inv]
    ring
  have hinv : HasDerivAt (fun x : ℝ => x⁻¹) (-(T⁻¹ ^ 2)⁻¹) T⁻¹ :=
    hasDerivAt_inv (inv_ne_zero hT.ne')
  have hE2 : HasDerivAt E E' (T⁻¹)⁻¹ := by rwa [inv_inv]
  have hcomp : HasDerivAt (fun x : ℝ => E x⁻¹) (E' * -(T⁻¹ ^ 2)⁻¹) T⁻¹ :=
    HasDerivAt.comp (h := fun x : ℝ => x⁻¹) (h₂ := E) T⁻¹ hE2 hinv
  -- its slope, by the product rule
  have hslope : HasDerivAt (fun x : ℝ => Real.log C - E x⁻¹ * x / k)
      (-((E T - T * E') / k)) T⁻¹ := by
    refine (((hcomp.fun_mul (hasDerivAt_id' T⁻¹)).div_const k).const_sub
      (Real.log C)).congr_deriv ?_
    have h : (T⁻¹ ^ 2)⁻¹ * T⁻¹ = T := by field_simp
    simp only [inv_inv]
    linear_combination (E' / k) * h
  unfold arrheniusEnthalpy
  rw [hfun, hslope.deriv]
  field_simp

/-- Where `T + b ≠ 0`, the Varshni gap has the temperature derivative
`-a T (T + 2b) / (T + b)²`. -/
theorem hasDerivAt_varshniGap (E0 a : ℝ) {b T : ℝ} (h : T + b ≠ 0) :
    HasDerivAt (varshniGap E0 a b) (-(a * T * (T + 2 * b) / (T + b) ^ 2)) T := by
  have hsq : HasDerivAt (fun x : ℝ => x ^ 2) (2 * T) T := by
    simpa using hasDerivAt_pow 2 T
  refine (((hsq.const_mul a).fun_div ((hasDerivAt_id' T).add_const b) h).const_sub
    E0).congr_deriv ?_
  ring

/-- For positive `C`, `k` and `T` with `T + b ≠ 0`, the Arrhenius enthalpy belonging to the
Varshni gap is `E0 + a b T² / (T + b)²`. -/
theorem varshni_enthalpy (E0 a : ℝ) {b C k T : ℝ} (hC : 0 < C) (hk : 0 < k) (hT : 0 < T)
    (h : T + b ≠ 0) :
    arrheniusEnthalpy k (activated C k (varshniGap E0 a b)) T =
      E0 + a * b * T ^ 2 / (T + b) ^ 2 := by
  rw [arrheniusEnthalpy_activated hC hk hT (hasDerivAt_varshniGap E0 a h)]
  -- bring the gap to the common denominator
  have e : a * T ^ 2 / (T + b) = a * T ^ 2 * (T + b) / (T + b) ^ 2 := by field_simp
  unfold varshniGap
  rw [e]
  ring

/-- The fraction `b / (T + b)` tends to zero as `T` tends to infinity. -/
theorem tendsto_fraction (b : ℝ) : Tendsto (fun T : ℝ => b / (T + b)) atTop (𝓝 0) :=
  (tendsto_atTop_add_const_right atTop b tendsto_id).const_div_atTop b

/-- For positive `C` and `k`, the Arrhenius enthalpy belonging to the Varshni gap tends to
`E0 + a b` at high temperature. -/
theorem tendsto_varshni_enthalpy (E0 a b : ℝ) {C k : ℝ} (hC : 0 < C) (hk : 0 < k) :
    Tendsto (arrheniusEnthalpy k (activated C k (varshniGap E0 a b))) atTop
      (𝓝 (E0 + a * b)) := by
  have h := ((((tendsto_fraction b).const_sub 1).pow 2).const_mul (a * b)).const_add E0
  rw [sub_zero, one_pow, mul_one] at h
  refine h.congr' ?_
  filter_upwards [eventually_gt_atTop 0, eventually_gt_atTop (-b)] with T hT hTb
  have hne : T + b ≠ 0 := (by linarith : 0 < T + b).ne'
  have e : 1 - b / (T + b) = T / (T + b) := by
    rw [eq_div_iff hne, sub_mul, div_mul_cancel₀ _ hne]
    ring
  rw [varshni_enthalpy E0 a hC hk hT hne, e, div_pow]
  ring

/-- Let `a`, `b`, `C` and `k` be positive. At every `T > 0` the Arrhenius enthalpy belonging to
the Varshni gap is `E0 + a b T² / (T + b)²` and exceeds `E0`, which exceeds the gap; as `T`
tends to infinity the enthalpy tends to `E0 + a b`. -/
theorem varshni_arrhenius (E0 : ℝ) {a b C k : ℝ} (ha : 0 < a) (hb : 0 < b) (hC : 0 < C)
    (hk : 0 < k) :
    (∀ T : ℝ, 0 < T →
      arrheniusEnthalpy k (activated C k (varshniGap E0 a b)) T =
        E0 + a * b * T ^ 2 / (T + b) ^ 2 ∧
      varshniGap E0 a b T < E0 ∧
      E0 < arrheniusEnthalpy k (activated C k (varshniGap E0 a b)) T) ∧
    Tendsto (arrheniusEnthalpy k (activated C k (varshniGap E0 a b))) atTop
      (𝓝 (E0 + a * b)) := by
  refine ⟨fun T hT => ?_, tendsto_varshni_enthalpy E0 a b hC hk⟩
  have hH := varshni_enthalpy E0 a hC hk hT (add_pos hT hb).ne'
  have h1 : 0 < a * T ^ 2 / (T + b) := by positivity
  have h2 : 0 < a * b * T ^ 2 / (T + b) ^ 2 := by positivity
  refine ⟨hH, ?_, ?_⟩
  · unfold varshniGap
    linarith
  · rw [hH]
    linarith

/-- For positive `a`, `b`, `C` and `k`, the Arrhenius enthalpy belonging to the Varshni gap
increases strictly with temperature on `T > 0`. -/
theorem varshni_enthalpy_strictMonoOn (E0 : ℝ) {a b C k : ℝ} (ha : 0 < a) (hb : 0 < b)
    (hC : 0 < C) (hk : 0 < k) :
    StrictMonoOn (arrheniusEnthalpy k (activated C k (varshniGap E0 a b))) (Set.Ioi 0) := by
  intro S hS T hT hST
  have hS' : 0 < S := hS
  have hT' : 0 < T := hT
  rw [varshni_enthalpy E0 a hC hk hS' (add_pos hS' hb).ne',
    varshni_enthalpy E0 a hC hk hT' (add_pos hT' hb).ne']
  -- the fraction T / (T + b) grows with T
  have h1 : S / (S + b) < T / (T + b) := by
    rw [div_lt_div_iff₀ (by positivity) (by positivity)]
    nlinarith [mul_lt_mul_of_pos_right hST hb]
  have h2 : (S / (S + b)) ^ 2 < (T / (T + b)) ^ 2 :=
    pow_lt_pow_left₀ h1 (by positivity) two_ne_zero
  rw [div_pow, div_pow] at h2
  have h3 := mul_lt_mul_of_pos_left h2 (mul_pos ha hb)
  rw [mul_div_assoc, mul_div_assoc]
  linarith

/-- At high temperature the Varshni gap approaches the straight line `E0 + a b - a T`. -/
theorem varshniGap_asymptote (E0 a b : ℝ) :
    Tendsto (fun T : ℝ => varshniGap E0 a b T - (E0 + a * b - a * T)) atTop (𝓝 0) := by
  have h := (tendsto_fraction b).const_mul (-(a * b))
  rw [mul_zero] at h
  refine h.congr' ?_
  filter_upwards [eventually_gt_atTop (-b)] with T hTb
  have hne : T + b ≠ 0 := (by linarith : 0 < T + b).ne'
  unfold varshniGap
  field_simp
  ring

end

end VarshniArrhenius
```

```lean
#print axioms VarshniArrhenius.tendsto_varshni_enthalpy
#print axioms VarshniArrhenius.varshni_arrhenius
#print axioms VarshniArrhenius.varshni_enthalpy_strictMonoOn
#print axioms VarshniArrhenius.varshniGap_asymptote
```

```
'VarshniArrhenius.tendsto_varshni_enthalpy' depends on axioms: [propext, Classical.choice, Quot.sound]
'VarshniArrhenius.varshni_arrhenius' depends on axioms: [propext, Classical.choice, Quot.sound]
'VarshniArrhenius.varshni_enthalpy_strictMonoOn' depends on axioms: [propext, Classical.choice, Quot.sound]
'VarshniArrhenius.varshniGap_asymptote' depends on axioms: [propext, Classical.choice, Quot.sound]
```

## What the theorems say about the plot

All quantities are real numbers without units, so energies, temperatures and `k` must be given in consistent units. `varshniGap E0 a b` is the gap as a function of temperature, and `activated C k E` is the quantity f for an arbitrary gap function `E`. `arrheniusEnthalpy k f T` differentiates `Real.log (f x⁻¹)` with respect to `x` at `T⁻¹` and multiplies by `-k`.

The main theorem, `varshni_arrhenius`, takes `a`, `b`, `C` and `k` positive and puts no condition on `E0`. It states the closed form and both inequalities for every `T > 0`, together with the limit, which `Tendsto` expresses with `atTop` for T → ∞ and `𝓝 (E0 + a * b)` for the value approached. The closed form alone, `varshni_enthalpy`, allows any signs of `a` and `b` as long as `T + b ≠ 0`.

The positivity of b can't be weakened to b ≥ 0 in the main theorem. At b = 0 and a > 0 the gap is the straight line E0 − aT, and its enthalpy is exactly E0 at every T > 0. The inequality E0 < H(T) then fails, and so does the strict increase with temperature.

## How the slope is established

In `arrheniusEnthalpy_activated`, `hfun` rewrites the logarithm in the variable x, `hcomp` is the chain rule and `hslope` the product rule. The closing `linear_combination` uses the identity T² · (1/T) = T. Lean's `deriv` returns zero where a function has no derivative, but `hslope` proves that the derivative exists, so the enthalpy is −k times a true slope.

`hasDerivAt_varshniGap` applies the quotient rule. `varshni_enthalpy` inserts the result into E − TE′, brings the gap to the common denominator through `e`, and leaves the cancellation to `ring`.

`tendsto_fraction` supplies b/(T + b) → 0, from which `tendsto_varshni_enthalpy` builds the limit. Its `filter_upwards` step restricts the algebra to T > 0 and T > −b, which is enough for a statement about large T. In `varshni_arrhenius`, `positivity` finds the signs of the two correction terms and `linarith` turns them into the inequalities.

`varshni_enthalpy_strictMonoOn` follows the comparison of fractions above, with Sb < Tb handed to `nlinarith`. `varshniGap_asymptote` starts from the limit of −ab · b/(T + b) and identifies this expression with the signed difference, gap minus line.

## Constant prefactor and local slope

The proof guarantees the formula, the inequalities and the limit for the stated functions of a real variable. The step from there to a measured or simulated quantity is the constant prefactor: C stands for everything besides the exponential, and its temperature dependence has to be negligible or divided out first. The squared intrinsic density itself doesn't meet this condition. With constant effective masses its prefactor grows as T³, which adds 3kT to the energy read from the plot.

The enthalpy is −k times the slope at a single temperature. A regression over a range of temperatures returns an average slope, and a code that forms finite differences adds discretisation and rounding errors; the theorems bound none of these.

The Varshni formula is itself an assumption about the material, and the limit T → ∞ describes the formula far beyond the range in which a crystal exists. In practice E0 + ab is an upper bound that the enthalpy approaches when T is large compared with b.
